# Balanced kinetic and potential energy at the optimal axis scales in a harmonic trap

Let ψ be a trial state on finitely many axes i, with kinetic energy T_i and harmonic trap energy V_i along axis i in units ħ = m = 1, and let l_i > 0 be the factor that multiplies the coordinate x_i in the scaled state. If all T_i and V_i are positive, the energy of the scaled state has a unique minimum over the scales, found here in closed form.

```lean
import Mathlib

open MeasureTheory

namespace AnisotropicTrapScaling

noncomputable section

variable {ι : Type*} [Fintype ι]

/-- The energy at axis scales `l`, with kinetic energies `T` and potential energies `V`
at unit scale. -/
def scaledEnergy (T V l : ι → ℝ) : ℝ := ∑ i, (l i ^ 2 * T i + V i / l i ^ 2)

/-- The scale `(V_i / T_i)^(1/4)` along each axis. -/
def optimalScale (T V : ι → ℝ) : ι → ℝ := fun i => (V i / T i) ^ (1 / 4 : ℝ)

/-- Along one axis, the scaled kinetic and potential energies are equal exactly at the
scale `(V / T)^(1/4)`. -/
theorem balanced_iff {T V l : ℝ} (hT : 0 < T) (hV : 0 < V) (hl : 0 < l) :
    l ^ 2 * T = V / l ^ 2 ↔ l = (V / T) ^ (1 / 4 : ℝ) := by
  have hl2 : l ^ 2 ≠ 0 := by positivity
  have hq : 0 ≤ V / T := by positivity
  constructor
  · intro h
    rw [eq_div_iff hl2] at h
    have h4 : V / T = l ^ 4 := by
      rw [div_eq_iff hT.ne']
      linear_combination -h
    rw [h4, ← Real.rpow_natCast, ← Real.rpow_mul hl.le]
    norm_num
  · intro h
    have h4 : l ^ 4 = V / T := by
      rw [h, ← Real.rpow_natCast, ← Real.rpow_mul hq]
      norm_num
    rw [eq_div_iff hT.ne'] at h4
    rw [eq_div_iff hl2]
    linear_combination h4

/-- Along one axis the scaled energy is at least `2 √(T V)`, with equality exactly when
kinetic and potential energy are equal. -/
theorem axis_energy_bound {T V l : ℝ} (hT : 0 < T) (hV : 0 < V) (hl : 0 < l) :
    2 * √(T * V) ≤ l ^ 2 * T + V / l ^ 2 ∧
      (l ^ 2 * T + V / l ^ 2 = 2 * √(T * V) ↔ l ^ 2 * T = V / l ^ 2) := by
  -- the product of the two energies does not depend on the scale
  have hab : T * V = (l ^ 2 * T) * (V / l ^ 2) := by
    have := hl.ne'
    field_simp
  have ha : 0 < l ^ 2 * T := by positivity
  have hb : 0 < V / l ^ 2 := by positivity
  rw [hab]
  generalize l ^ 2 * T = a at *
  generalize V / l ^ 2 = b at *
  have hs : √(a * b) ^ 2 = a * b := Real.sq_sqrt (by positivity)
  refine ⟨?_, ?_, ?_⟩
  · rw [← sq_le_sq₀ (by positivity) (by positivity)]
    nlinarith [sq_nonneg (a - b)]
  · intro h
    have h0 : (a - b) ^ 2 = 0 := by
      linear_combination (a + b + 2 * √(a * b)) * h + 4 * hs
    exact sub_eq_zero.1 (pow_eq_zero_iff (two_ne_zero) |>.1 h0)
  · intro h
    rw [← h, Real.sqrt_mul_self ha.le]
    ring

/-- Over positive scales the energy has the unique minimiser `l_i = (V_i / T_i)^(1/4)`,
with value `2 ∑ √(T_i V_i)` and equal kinetic and potential energy along each axis. -/
theorem anisotropic_scaling_minimum {T V : ι → ℝ} (hT : ∀ i, 0 < T i) (hV : ∀ i, 0 < V i) :
    (∀ i, 0 < optimalScale T V i) ∧
    scaledEnergy T V (optimalScale T V) = 2 * ∑ i, √(T i * V i) ∧
    (∀ i, optimalScale T V i ^ 2 * T i = V i / optimalScale T V i ^ 2) ∧
    ∀ l : ι → ℝ, (∀ i, 0 < l i) →
      2 * ∑ i, √(T i * V i) ≤ scaledEnergy T V l ∧
      (scaledEnergy T V l = 2 * ∑ i, √(T i * V i) ↔ l = optimalScale T V) := by
  have hpos : ∀ i, 0 < optimalScale T V i := fun i =>
    Real.rpow_pos_of_pos (div_pos (hV i) (hT i)) _
  have key : ∀ l : ι → ℝ, (∀ i, 0 < l i) →
      2 * ∑ i, √(T i * V i) ≤ scaledEnergy T V l ∧
      (scaledEnergy T V l = 2 * ∑ i, √(T i * V i) ↔ l = optimalScale T V) := by
    intro l hl
    have hle : ∀ i ∈ Finset.univ, 2 * √(T i * V i) ≤ l i ^ 2 * T i + V i / l i ^ 2 :=
      fun i _ => (axis_energy_bound (hT i) (hV i) (hl i)).1
    simp only [scaledEnergy, Finset.mul_sum]
    refine ⟨Finset.sum_le_sum hle, ?_, ?_⟩
    · -- equality of the sums forces equality on every axis
      intro h
      funext i
      have hi := (Finset.sum_eq_sum_iff_of_le hle).1 h.symm i (Finset.mem_univ i)
      exact (balanced_iff (hT i) (hV i) (hl i)).1
        ((axis_energy_bound (hT i) (hV i) (hl i)).2.1 hi.symm)
    · intro h
      exact Finset.sum_congr rfl fun i _ => (axis_energy_bound (hT i) (hV i) (hl i)).2.2
        ((balanced_iff (hT i) (hV i) (hl i)).2 (congrFun h i))
  exact ⟨hpos, (key _ hpos).2.2 rfl,
    fun i => (balanced_iff (hT i) (hV i) (hpos i)).2 rfl, key⟩

/-- The trial state `√(∏ l_j) ψ(l_1 x_1, l_2 x_2, …)`. -/
def scaledState (ψ : (ι → ℝ) → ℂ) (l : ι → ℝ) : (ι → ℝ) → ℂ :=
  fun x => ((√(∏ j, l j) : ℝ) : ℂ) * ψ (l * x)

/-- The harmonic trap energy of `ψ` along axis `i`, for frequencies `ω` and unit mass. -/
def trapAlong (ω : ι → ℝ) (ψ : (ι → ℝ) → ℂ) (i : ι) : ℝ :=
  1 / 2 * ω i ^ 2 * ∫ x, x i ^ 2 * ‖ψ x‖ ^ 2

variable [DecidableEq ι]

/-- The kinetic energy of `ψ` along axis `i`, half the integral of the squared norm of the partial
derivative, in units with `ħ = m = 1`. -/
def kineticAlong (ψ : (ι → ℝ) → ℂ) (i : ι) : ℝ :=
  1 / 2 * ∫ x, ‖lineDeriv ℝ ψ x (Pi.single i (1 : ℝ))‖ ^ 2

/-- The total energy of `ψ` in the anisotropic harmonic trap. -/
def trapEnergy (ω : ι → ℝ) (ψ : (ι → ℝ) → ℂ) : ℝ :=
  ∑ i, (kineticAlong ψ i + trapAlong ω ψ i)

/-- Change of variables under independent positive scaling of the axes. -/
theorem integral_axis_scaling {l : ι → ℝ} (hl : ∀ i, 0 < l i) (g : (ι → ℝ) → ℝ) :
    (∏ i, l i) * ∫ x, g (l * x) = ∫ x, g x := by
  have hp : 0 < ∏ i, l i := Finset.prod_pos fun i _ => hl i
  have hdet : (Matrix.diagonal l).det = ∏ i, l i := Matrix.det_diagonal
  have hmap := Real.smul_map_diagonal_volume_pi (D := l) (by rw [hdet]; exact hp.ne')
  have hfun : ⇑(Matrix.toLin' (Matrix.diagonal l)) = fun x => l * x := by
    ext x i
    simp [Matrix.mulVec_diagonal]
  rw [hdet, abs_of_pos hp, hfun] at hmap
  have hemb : MeasurableEmbedding (fun x : ι → ℝ => l * x) :=
    Continuous.measurableEmbedding (by fun_prop)
      (fun x y h => funext fun i => mul_left_cancel₀ (hl i).ne' (congrFun h i))
  calc (∏ i, l i) * ∫ x, g (l * x)
      = ∫ y, g y ∂(ENNReal.ofReal (∏ i, l i) •
          Measure.map (fun x : ι → ℝ => l * x) volume) := by
        rw [integral_smul_measure, hemb.integral_map, ENNReal.toReal_ofReal hp.le, smul_eq_mul]
    _ = ∫ x, g x := by rw [hmap]

/-- Scaling the axes preserves the norm of the state and multiplies the kinetic energy along
axis `i` by `l_i²` and the trap energy along it by `1 / l_i²`. -/
theorem scaledState_laws (ω : ι → ℝ) (ψ : (ι → ℝ) → ℂ) {l : ι → ℝ} (hl : ∀ i, 0 < l i) :
    ∫ x, ‖scaledState ψ l x‖ ^ 2 = ∫ x, ‖ψ x‖ ^ 2 ∧
    ∀ i, kineticAlong (scaledState ψ l) i = l i ^ 2 * kineticAlong ψ i ∧
      trapAlong ω (scaledState ψ l) i = trapAlong ω ψ i / l i ^ 2 := by
  have hp : 0 < ∏ i, l i := Finset.prod_pos fun i _ => hl i
  have hn : ∀ x, ‖scaledState ψ l x‖ ^ 2 = (∏ j, l j) * ‖ψ (l * x)‖ ^ 2 := by
    intro x
    rw [scaledState, norm_mul, Complex.norm_real, mul_pow, Real.norm_eq_abs, sq_abs,
      Real.sq_sqrt hp.le]
  refine ⟨?_, fun i => ⟨?_, ?_⟩⟩
  · simp only [hn]
    rw [integral_const_mul]
    exact integral_axis_scaling hl (fun y => ‖ψ y‖ ^ 2)
  · -- chain rule: the partial derivative picks up a factor `l i`
    have hd : ∀ x, lineDeriv ℝ (scaledState ψ l) x (Pi.single i (1 : ℝ)) =
        ((√(∏ j, l j) : ℝ) : ℂ) * (l i • lineDeriv ℝ ψ (l * x) (Pi.single i (1 : ℝ))) := by
      intro x
      have hpt : ∀ t : ℝ, l * (x + t • (Pi.single i (1 : ℝ) : ι → ℝ)) =
          l * x + t • (l i • (Pi.single i (1 : ℝ) : ι → ℝ)) := by
        intro t
        ext j
        by_cases h : j = i
        · subst h
          simp only [Pi.mul_apply, Pi.add_apply, Pi.smul_apply, Pi.single_eq_same, smul_eq_mul]
          ring
        · simp [h]
      rw [← lineDeriv_smul]
      simp only [lineDeriv, scaledState, hpt]
      exact deriv_const_mul_field _
    have h : ∀ x, ‖lineDeriv ℝ (scaledState ψ l) x (Pi.single i (1 : ℝ))‖ ^ 2 =
        (∏ j, l j) * (l i ^ 2 * ‖lineDeriv ℝ ψ (l * x) (Pi.single i (1 : ℝ))‖ ^ 2) := by
      intro x
      rw [hd, norm_mul, norm_smul, Complex.norm_real, mul_pow, mul_pow, Real.norm_eq_abs,
        Real.norm_eq_abs, sq_abs, sq_abs, Real.sq_sqrt hp.le]
    have hs := integral_axis_scaling hl
      (fun y => ‖lineDeriv ℝ ψ y (Pi.single i (1 : ℝ))‖ ^ 2)
    simp only [kineticAlong, h]
    rw [integral_const_mul, integral_const_mul]
    linear_combination (1 / 2 * l i ^ 2) * hs
  · have h : ∀ x : ι → ℝ, x i ^ 2 * ‖scaledState ψ l x‖ ^ 2 =
        (∏ j, l j) * ((l i ^ 2)⁻¹ * ((l * x) i ^ 2 * ‖ψ (l * x)‖ ^ 2)) := by
      intro x
      have := (hl i).ne'
      rw [hn, Pi.mul_apply]
      field_simp
    have hs := integral_axis_scaling hl (fun y => y i ^ 2 * ‖ψ y‖ ^ 2)
    simp only [trapAlong, h]
    rw [integral_const_mul, integral_const_mul]
    linear_combination (1 / 2 * ω i ^ 2 * (l i ^ 2)⁻¹) * hs

/-- For a trial state with positive kinetic and trap energy along each axis, the energy of the
scaled state is at least `2 ∑ √(T_i V_i)`, with equality exactly at the optimal scales. -/
theorem scaled_trial_state_minimum (ω : ι → ℝ) (ψ : (ι → ℝ) → ℂ)
    (hT : ∀ i, 0 < kineticAlong ψ i) (hV : ∀ i, 0 < trapAlong ω ψ i)
    {l : ι → ℝ} (hl : ∀ i, 0 < l i) :
    2 * ∑ i, √(kineticAlong ψ i * trapAlong ω ψ i) ≤ trapEnergy ω (scaledState ψ l) ∧
    (trapEnergy ω (scaledState ψ l) = 2 * ∑ i, √(kineticAlong ψ i * trapAlong ω ψ i) ↔
      l = optimalScale (kineticAlong ψ) (trapAlong ω ψ)) := by
  have hE : trapEnergy ω (scaledState ψ l) =
      scaledEnergy (kineticAlong ψ) (trapAlong ω ψ) l :=
    Finset.sum_congr rfl fun i _ => by
      rw [((scaledState_laws ω ψ hl).2 i).1, ((scaledState_laws ω ψ hl).2 i).2]
  rw [hE]
  exact (anisotropic_scaling_minimum hT hV).2.2.2 l hl

end

end AnisotropicTrapScaling
```

```lean
#print axioms AnisotropicTrapScaling.axis_energy_bound
-- 'AnisotropicTrapScaling.axis_energy_bound' depends on axioms: [propext, Classical.choice, Quot.sound]
#print axioms AnisotropicTrapScaling.scaled_trial_state_minimum
-- 'AnisotropicTrapScaling.scaled_trial_state_minimum' depends on axioms: [propext, Classical.choice, Quot.sound]
```

## The minimum over positive scales

The function `scaledEnergy` is

E(l) = ∑_i (l_i² T_i + V_i/l_i²),

and `optimalScale` is l_i = (V_i/T_i)^(1/4). For any positive numbers T_i and V_i, `anisotropic_scaling_minimum` states four things:

- the optimal scales are positive;
- the energy there is 2 ∑_i √(T_i V_i);
- kinetic and potential energy are equal there along each axis;
- every choice of positive scales gives at least this energy, and only the optimal scales give exactly this energy.

The theorem `scaled_trial_state_minimum` carries the bound and the uniqueness over to wavefunctions. There T_i and V_i are no longer given numbers but integrals over ψ.

## Trial states, energies and norm

A state is a function ψ from `ι → ℝ` to ℂ, where the finite type `ι` labels the axes. Its scaled form, `scaledState`, is

ψ_l(x) = √(∏_j l_j) ψ(l_1 x_1, l_2 x_2, …).

A scale l_i > 1 compresses the state along axis i. In Lean, `l * x` is the product taken axis by axis. The energies `kineticAlong` and `trapAlong` are

T_i = ½ ∫ |∂_i ψ|² dx,  V_i = ½ ω_i² ∫ x_i² |ψ|² dx,

where ω_i is the angular frequency of the trap along axis i, and `trapEnergy` is their sum over all axes.

The state need not be normalised, and these integrals are not divided by the norm. If N = ∫ |ψ|² dx is finite and positive, the energy of the normalised state is E/N, with minimum (2/N) ∑_i √(T_i V_i). Since scaling preserves N, the optimal scales are the same.

Lean gives the value 0 to a divergent integral and to a derivative that does not exist. The positivity hypotheses exclude the first case; to avoid the second, `kineticAlong` should be read as the physical kinetic energy for continuously differentiable ψ.

For a single particle in a harmonic trap, the result replaces a numerical search over the widths of a trial state by a formula in the integrals T_i and V_i. It minimises only within the family of scaled copies of ψ, so the minimum is in general not the ground-state energy. An interaction between particles would add a term that the model does not contain.

## How the energies scale

Substituting y_i = l_i x_i gives dy = (∏_j l_j) dx, and hence for any function g

(∏_j l_j) ∫ g(l_1 x_1, l_2 x_2, …) dx = ∫ g(y) dy.

This is `integral_axis_scaling`. Its proof takes the effect of a diagonal matrix on volume from Mathlib and evaluates the determinant as ∏_j l_j. The map is a measurable embedding, so the integral can be transported without assuming that g is integrable.

The theorem `scaledState_laws` applies the formula three times. With g = |ψ|² it gives conservation of the norm. For the kinetic energy, the chain rule gives

∂_i ψ_l(x) = √(∏_j l_j) l_i (∂_i ψ)(l_1 x_1, l_2 x_2, …),

so the squared modulus of the derivative contributes the factor l_i². Lean obtains this by rewriting the displaced point inside the directional derivative and using `lineDeriv_smul`. For the trap energy, x_i² = (l_i x_i)²/l_i² contributes the factor 1/l_i². Therefore

T_i → l_i² T_i,  V_i → V_i/l_i².

## One axis, then all of them

On one axis, write a = l² T and b = V/l² for the two scaled energies. Their product ab = TV does not depend on l. From

(a + b)² − 4ab = (a − b)² ≥ 0

and the positivity of a and b it follows that

a + b ≥ 2√(ab) = 2√(TV),

with equality exactly when a = b. This is `axis_energy_bound`. The proof uses `generalize` to introduce a and b, compares the squares of the two sides, and leaves the inequality to `nlinarith` with the square of a − b as its hint. For equality, `linear_combination` derives (a − b)² = 0.

The balance condition can be solved for the scale:

l² T = V/l²  ⇔  l⁴ = V/T  ⇔  l = (V/T)^(1/4).

The last step uses l > 0. The lemma `balanced_iff` follows the same route, clearing the denominators and then combining the exponents 4 and 1/4.

In `anisotropic_scaling_minimum`, adding the bounds over the axes gives

E(l) ≥ 2 ∑_i √(T_i V_i).

If the two sides are equal, the non-negative differences on the individual axes add up to zero, so each of them vanishes. Lean takes this step with `Finset.sum_eq_sum_iff_of_le`. Every axis is then balanced, and `balanced_iff` fixes every l_i. Conversely, the optimal scales balance every axis and so attain the bound.

Finally, `scaled_trial_state_minimum` uses the scaling laws to rewrite the energy of ψ_l as `scaledEnergy` and applies this minimum.

## What fails without positivity

One axis is enough to show the role of each condition.

- With T = 1 and V = 0, the energy is l². It approaches 0 as l → 0, but no positive scale attains that value. This is a free particle, whose trial state can always lower its energy by spreading further.
- With T = 0 and V = 1, the energy is 1/l². It approaches 0 as l → ∞, again without a minimum. This example concerns only the function E(l): a continuously differentiable state of one variable whose kinetic energy is truly zero, not divergent, is constant, so it cannot have a finite positive trap energy.
- With T = V = 1 and negative scales allowed in E(l), both l = 1 and l = −1 give the energy 2, so the minimiser is no longer unique.
